# Permanents with repeated columns as polynomial coefficients, and boson amplitudes with collisions

Identical photons enter a linear optical network, and several of them may leave through the same output mode. What is the amplitude for a given set of output counts?

```lean
import Mathlib

open MvPolynomial Equiv
open scoped ComplexConjugate

namespace BosonSamplingCollisions

noncomputable section

variable {ι κ μ R : Type*} [Fintype ι] [DecidableEq ι] [Fintype κ] [DecidableEq κ]
  [Fintype μ] [CommRing R]

/-- The occupation numbers of the modes when boson `i` sits in mode `f i`:
each boson adds one quantum to its mode. -/
def occupation (f : ι → κ) : κ →₀ ℕ := ∑ i, Finsupp.single (f i) 1

/-- The product of the factorials of the occupation numbers. -/
def occFactorial (m : κ →₀ ℕ) : ℕ := ∏ j, (m j).factorial

/-- The state created by one boson per row of `A`, written as a polynomial in the creation
operators `X j`: boson `i` is created in the superposition `∑ j, A i j X j`. -/
def outputPoly (A : Matrix ι κ R) : MvPolynomial κ R := ∏ i, ∑ j, C (A i j) * X j

omit [DecidableEq ι] [Fintype κ] in
/-- The occupation number of mode `j` is the number of bosons assigned to it. -/
theorem occupation_apply (f : ι → κ) (j : κ) :
    occupation f j = Fintype.card {i // f i = j} := by
  have h : occupation f j = ∑ i, (Finsupp.single (f i) 1 : κ →₀ ℕ) j :=
    map_sum (Finsupp.applyAddHom j) _ _
  rw [h, Fintype.card_subtype, Finset.card_filter]
  exact Finset.sum_congr rfl fun i _ => Finsupp.single_apply

omit [DecidableEq ι] [Fintype κ] [DecidableEq κ] in
/-- Creating the bosons one after another gives the monomial of their occupation numbers. -/
theorem prod_creation (g : ι → κ) :
    ∏ i, (X (g i) : MvPolynomial κ R) = monomial (occupation g) 1 :=
  (monomial_sum_one _ _).symm

/-- The number of permutations of the bosons that turn the assignment `f` into `g` is the
product of the factorials of the occupation numbers if these agree, and zero otherwise. -/
theorem card_rearrangements (f g : ι → κ) :
    (Finset.univ.filter (fun σ : Perm ι => f ∘ σ = g)).card =
      if occupation g = occupation f then occFactorial (occupation f) else 0 := by
  split_ifs with h
  · -- equal occupations: some permutation `τ` carries `f` to `g`
    have e : ∀ j, Nonempty ({i // g i = j} ≃ {i // f i = j}) := fun j =>
      ⟨Fintype.equivOfCardEq (by rw [← occupation_apply, ← occupation_apply, h])⟩
    let τ : Perm ι := Equiv.ofFiberEquiv (fun j => (e j).some)
    have hτ : ∀ i, f (τ i) = g i := fun i => Equiv.ofFiberEquiv_map _ i
    have hs : occFactorial (occupation f) = Fintype.card {σ : Perm ι // f ∘ σ = f} := by
      rw [DomMulAct.stabilizer_card]
      simp only [occFactorial, occupation_apply]
    rw [hs, ← Fintype.card_subtype]
    -- translation by `τ` reduces the count to the stabilizer of `f`
    refine Fintype.card_congr ((Equiv.mulRight τ⁻¹).subtypeEquiv fun σ => ?_)
    constructor
    · intro hσ
      funext i
      calc f (σ (τ⁻¹ i)) = g (τ⁻¹ i) := congrFun hσ _
        _ = f (τ (τ⁻¹ i)) := (hτ _).symm
        _ = f i := congrArg f (τ.apply_symm_apply i)
    · intro hσ
      funext i
      have h1 : f (σ (τ⁻¹ (τ i))) = f (τ i) := congrFun hσ (τ i)
      have h2 : τ⁻¹ (τ i) = i := τ.symm_apply_apply i
      rw [h2, hτ] at h1
      exact h1
  · rw [Finset.card_eq_zero, Finset.filter_eq_empty_iff]
    intro σ _ hσ
    apply h
    rw [← hσ]
    exact Equiv.sum_comp σ (fun i => (Finsupp.single (f i) 1 : κ →₀ ℕ))

/-- The coefficient of an occupation pattern is the sum over all ways of distributing the
bosons that produce this pattern. -/
theorem coeff_outputPoly (A : Matrix ι κ R) (m : κ →₀ ℕ) :
    coeff m (outputPoly A) =
      ∑ g : ι → κ, if occupation g = m then ∏ i, A i (g i) else 0 := by
  rw [outputPoly, Finset.prod_univ_sum, Fintype.piFinset_univ, coeff_sum]
  refine Finset.sum_congr rfl fun g _ => ?_
  rw [Finset.prod_mul_distrib, ← map_prod, prod_creation, C_mul_monomial, mul_one,
    coeff_monomial]

/-- The permanent of `A` with columns repeated according to `f` is the product of the
factorials of the occupation numbers times the coefficient of that occupation pattern in
`∏ i, ∑ j, A i j X j`. -/
theorem permanent_eq_factorial_mul_coeff (A : Matrix ι κ R) (f : ι → κ) :
    (A.submatrix id f).permanent =
      (occFactorial (occupation f) : R) * coeff (occupation f) (outputPoly A) := by
  have h1 : (A.submatrix id f).permanent = ∑ σ : Perm ι, ∏ i, A i ((f ∘ σ) i) := by
    rw [← Matrix.permanent_transpose]
    rfl
  -- group the permutations by the assignment `f ∘ σ` they produce
  rw [h1, coeff_outputPoly, Finset.mul_sum,
    ← Finset.sum_fiberwise Finset.univ (fun σ : Perm ι => f ∘ σ)]
  refine Finset.sum_congr rfl fun g _ => ?_
  have h2 : ∀ σ ∈ Finset.univ.filter (fun σ : Perm ι => f ∘ σ = g),
      ∏ i, A i ((f ∘ σ) i) = ∏ i, A i (g i) := fun σ hσ => by
    rw [(Finset.mem_filter.mp hσ).2]
  rw [Finset.sum_congr rfl h2, Finset.sum_const, card_rearrangements, nsmul_eq_mul]
  split_ifs <;> simp

/-- The number state with occupation numbers `m`: the monomial in the creation operators
divided by the square root of the product of the factorials. -/
def fockState (m : κ →₀ ℕ) : MvPolynomial κ ℂ :=
  monomial m ((Real.sqrt (occFactorial m) : ℂ)⁻¹)

/-- The Fock-space scalar product of two polynomials in the creation operators, in which
distinct monomials are orthogonal and a monomial has squared norm `∏ j, (m j)!`. -/
def fockInner (p q : MvPolynomial κ ℂ) : ℂ :=
  ∑ m ∈ p.support, (occFactorial m : ℂ) * conj (coeff m p) * coeff m q

/-- The action of a linear network on states: each input creation operator `X i` is replaced
by `∑ j, U i j X j`. -/
def network (U : Matrix μ κ ℂ) : MvPolynomial μ ℂ →ₐ[ℂ] MvPolynomial κ ℂ :=
  aeval fun i => ∑ j, C (U i j) * X j

omit [DecidableEq κ] in
/-- The normalization factor of a number state is nonzero. -/
theorem sqrt_occFactorial_ne_zero (m : κ →₀ ℕ) :
    (Real.sqrt (occFactorial m) : ℂ) ≠ 0 := by
  have h : 0 < occFactorial m := Finset.prod_pos fun j _ => Nat.factorial_pos _
  exact Complex.ofReal_ne_zero.mpr (Real.sqrt_pos.mpr (Nat.cast_pos.mpr h)).ne'

/-- The amplitude of a number state in a state `q` is the coefficient of its monomial times
the square root of the product of the factorials. -/
theorem fockInner_fockState (m : κ →₀ ℕ) (q : MvPolynomial κ ℂ) :
    fockInner (fockState m) q = (Real.sqrt (occFactorial m) : ℂ) * coeff m q := by
  have h := sqrt_occFactorial_ne_zero m
  have hs : (occFactorial m : ℂ) =
      (Real.sqrt (occFactorial m) : ℂ) * (Real.sqrt (occFactorial m) : ℂ) := by
    rw [← Complex.ofReal_mul, Real.mul_self_sqrt (Nat.cast_nonneg _), Complex.ofReal_natCast]
  rw [fockInner, fockState, support_monomial, if_neg (inv_ne_zero h), Finset.sum_singleton,
    coeff_monomial, if_pos rfl, map_inv₀, Complex.conj_ofReal, hs, mul_inv_cancel_right₀ h]

/-- Number states are orthonormal. -/
theorem fockState_orthonormal (m n : κ →₀ ℕ) :
    fockInner (fockState m) (fockState n) = if n = m then 1 else 0 := by
  rw [fockInner_fockState, fockState, coeff_monomial]
  split_ifs with h
  · subst h
    exact mul_inv_cancel₀ (sqrt_occFactorial_ne_zero _)
  · exact mul_zero _

/-- The boson-sampling amplitude from input modes `g` to output modes `f`, with collisions
allowed on both sides, is the permanent of the matrix with repeated rows and columns divided
by the square roots of the factorials of all occupation numbers. -/
theorem boson_amplitude (U : Matrix μ κ ℂ) (g : ι → μ) (f : ι → κ) :
    fockInner (fockState (occupation f)) (network U (fockState (occupation g))) =
      (U.submatrix g f).permanent /
        ((Real.sqrt (occFactorial (occupation g)) : ℂ) *
          (Real.sqrt (occFactorial (occupation f)) : ℂ)) := by
  have hg := sqrt_occFactorial_ne_zero (occupation g)
  have hf := sqrt_occFactorial_ne_zero (occupation f)
  have hs : (occFactorial (occupation f) : ℂ) =
      (Real.sqrt (occFactorial (occupation f)) : ℂ) *
        (Real.sqrt (occFactorial (occupation f)) : ℂ) := by
    rw [← Complex.ofReal_mul, Real.mul_self_sqrt (Nat.cast_nonneg _), Complex.ofReal_natCast]
  have hin : fockState (occupation g) =
      C ((Real.sqrt (occFactorial (occupation g)) : ℂ)⁻¹) * ∏ i, X (g i) := by
    rw [prod_creation, C_mul_monomial, mul_one, fockState]
  -- the network sends the input to the product state of the selected rows
  have hout : network U (fockState (occupation g)) =
      C ((Real.sqrt (occFactorial (occupation g)) : ℂ)⁻¹) *
        outputPoly (U.submatrix g id) := by
    rw [hin]
    simp only [network, map_mul, map_prod, aeval_X, aeval_C, algebraMap_eq, outputPoly,
      Matrix.submatrix_apply, id_eq]
  have hperm : (U.submatrix g f).permanent = (occFactorial (occupation f) : ℂ) *
      coeff (occupation f) (outputPoly (U.submatrix g id)) :=
    permanent_eq_factorial_mul_coeff (U.submatrix g id) f
  rw [fockInner_fockState, hout, coeff_C_mul, hperm, hs]
  field_simp

/-- A balanced beam splitter with real amplitudes. -/
def beamSplitter : Matrix (Fin 2) (Fin 2) ℂ :=
  (Real.sqrt 2 : ℂ)⁻¹ • !![1, 1; 1, -1]

/-- Hong-Ou-Mandel effect: for one photon in each input of the device `beamSplitter`, the amplitude
for one photon in each output vanishes, and the amplitude for both photons in the first output is
`1/√2`. -/
theorem hong_ou_mandel :
    fockInner (fockState (occupation ![(0 : Fin 2), 1]))
        (network beamSplitter (fockState (occupation ![(0 : Fin 2), 1]))) = 0 ∧
      fockInner (fockState (occupation ![(0 : Fin 2), 0]))
        (network beamSplitter (fockState (occupation ![(0 : Fin 2), 1]))) =
          (Real.sqrt 2 : ℂ)⁻¹ := by
  have hp : ∀ M : Matrix (Fin 2) (Fin 2) ℂ,
      M.permanent = M 0 0 * M 1 1 + M 1 0 * M 0 1 := by
    intro M
    have hu : (Finset.univ : Finset (Perm (Fin 2))) = {1, Equiv.swap 0 1} := by decide
    rw [Matrix.permanent, hu, Finset.sum_pair (by decide)]
    simp [Fin.prod_univ_two]
  have c1 : occFactorial (occupation ![(0 : Fin 2), 1]) = 1 := by
    simp only [occFactorial, occupation_apply]
    decide
  have c2 : occFactorial (occupation ![(0 : Fin 2), 0]) = 2 := by
    simp only [occFactorial, occupation_apply]
    decide
  have hr : (Real.sqrt 2 : ℂ) * (Real.sqrt 2 : ℂ) = 2 := by
    rw [← Complex.ofReal_mul, Real.mul_self_sqrt (by norm_num)]
    norm_num
  have h2 : (Real.sqrt 2 : ℂ)⁻¹ * (Real.sqrt 2 : ℂ)⁻¹ = 2⁻¹ := by rw [← mul_inv, hr]
  have h00 : beamSplitter 0 0 = (Real.sqrt 2 : ℂ)⁻¹ := by simp [beamSplitter]
  have h10 : beamSplitter 1 0 = (Real.sqrt 2 : ℂ)⁻¹ := by simp [beamSplitter]
  constructor
  · -- the two exchange paths cancel
    rw [boson_amplitude, hp]
    simp [beamSplitter]
  · -- the two exchange paths add up
    have e : (beamSplitter.submatrix ![(0 : Fin 2), 1] ![(0 : Fin 2), 0]).permanent = 1 := by
      rw [hp]
      change beamSplitter 0 0 * beamSplitter 1 0 + beamSplitter 1 0 * beamSplitter 0 0 = 1
      rw [h00, h10, h2]
      norm_num
    rw [boson_amplitude, e, c1, c2]
    simp

end

end BosonSamplingCollisions
```

```lean
#print axioms BosonSamplingCollisions.fockState_orthonormal
-- 'BosonSamplingCollisions.fockState_orthonormal' depends on axioms: [propext, Classical.choice, Quot.sound]
#print axioms BosonSamplingCollisions.boson_amplitude
-- 'BosonSamplingCollisions.boson_amplitude' depends on axioms: [propext, Classical.choice, Quot.sound]
#print axioms BosonSamplingCollisions.hong_ou_mandel
-- 'BosonSamplingCollisions.hong_ou_mandel' depends on axioms: [propext, Classical.choice, Quot.sound]
```

## A permanent read off from a product of sums

Let A have one row per boson i and one column per mode j, with entries in any commutative ring. Let f assign a mode to each boson, and let m_j be the number of bosons that f sends to mode j. Then `permanent_eq_factorial_mul_coeff` says

perm(A_(i,f(k))) = (Π_j m_j!) · [Π_j X_j^(m_j)] Π_i Σ_j A_ij X_j,

where the square bracket means "the coefficient of". On the left, column j of A appears m_j times.

In Lean, the bosons form the finite type `ι` and the modes the finite type `κ`. The counts m_j are `occupation f`, the factor Π_j m_j! is `occFactorial (occupation f)`, the product of sums is `outputPoly A`, and the matrix on the left is `A.submatrix id f`.

## Photons as polynomials

The variable X_j stands for the creation operator of mode j acting on the vacuum. These operators commute, so a state with a fixed number of bosons in finitely many modes is a polynomial. Over ℂ, the normalised number state `fockState m` is

|m⟩ = Π_j X_j^(m_j) / √(Π_j m_j!).

The scalar product `fockInner` makes distinct monomials orthogonal and gives Π_j X_j^(m_j) the squared norm Π_j m_j!, as in Fock space. `fockState_orthonormal` confirms that number states are orthonormal.

A network replaces the variable X_l of each input mode l by Σ_j U_lj X_j. Rows of U are therefore inputs and columns are outputs; many texts use the transpose. Write Û for this action on states, which is `network U` in Lean. If g assigns input modes to the bosons, with n_l bosons in input mode l, and f assigns output modes with counts m_j, `boson_amplitude` gives

⟨m|Û|n⟩ = perm(U_(g(i),f(k))) / √((Π_l n_l!) · (Π_j m_j!)).

This is the output amplitude in boson sampling for non-interacting, perfectly indistinguishable photons in finitely many modes. The theorem accepts any complex matrix U, even a rectangular one. Reading the squared moduli of the amplitudes as the probabilities of a lossless device, for every input, also requires the rows of U to be orthonormal (for a square matrix, U unitary), which is not assumed.

## Counting the rearrangements

Expanding the product means choosing a mode g(i) for each boson:

Π_i Σ_j A_ij X_j = Σ_g (Π_i A_(i,g(i))) · Π_i X_(g(i)).

The last factor is the monomial of the occupation numbers of g (`prod_creation`). The coefficient for the counts m_j is thus the sum of Π_i A_(i,g(i)) over all g with those counts, which is `coeff_outputPoly`.

The permanent is a sum over permutations σ of the bosons:

perm(A_(i,f(k))) = Σ_σ Π_i A_(i,f(σ(i))).

Mathlib puts σ on the row index, so the proof first transposes. Each term depends on σ only through g = f∘σ, and `Finset.sum_fiberwise` groups the terms accordingly.

`card_rearrangements` counts the σ in each group. Relabelling bosons leaves the counts unchanged, so there are none unless g and f have equal occupations. If they do, matching the bosons mode by mode gives a permutation τ with f∘τ = g. The map σ ↦ σ∘τ⁻¹ then turns the solutions of f∘σ = g into the permutations that preserve f. These only shuffle bosons within each mode, so there are Π_j m_j! of them. Every allowed g therefore enters the permanent with this same weight, which proves the formula.

For the amplitude, let g again be the assignment of input modes. The network sends |n⟩ to

(1/√(Π_l n_l!)) · Π_i Σ_j U_(g(i),j) X_j.

By `fockInner_fockState`, the overlap with |m⟩ is √(Π_j m_j!) times the coefficient of Π_j X_j^(m_j). The main formula turns that coefficient into the permanent divided by Π_j m_j!, and one square root cancels.

## From no photons to two

With no bosons, the permanent, the factorial factor and the coefficient are all 1.

Two photons are the fewest for which the permanent has more than one term, so that exchange paths can interfere. Take one photon in each input of the balanced beam splitter

U = (1/√2) · [[1, 1], [1, −1]].

For one photon in each output, the permanent is −1/2 + 1/2 = 0. For both in the first output, that column is repeated, the permanent is 1/2 + 1/2 = 1, and division by √2! gives 1/√2. `hong_ou_mandel` states these two amplitudes, which describe photons that overlap perfectly; the measured dip as a function of delay would need a model of partial distinguishability.
